# Every wave vector lies within √d·h/2 of a point of a shifted cubic mesh of spacing h

The theorem `exists_mesh_near` concerns an infinite cubic mesh of wave vectors in `d` dimensions, with spacing `h > 0` and an arbitrary real shift `s`, whose points are `s + h n` for integer vectors `n`. It states that for every wave vector `k` some mesh point has squared Euclidean distance at most `d h² / 4` from `k`. The proof picks `n` by rounding each coordinate `(k i - s i) / h` to the nearest integer. It then bounds each squared coordinate difference by `h² / 4` and sums over the `d` coordinates.

Lean 4 with Mathlib refuses this proof:

```lean
import Mathlib

open scoped InnerProductSpace

namespace ExistsMeshNear

noncomputable section

/-- The space of wave vectors in `d` dimensions, with its Euclidean norm. -/
abbrev KSpace (d : ℕ) := EuclideanSpace ℝ (Fin d)

variable {d : ℕ}

/-- The point `s + h n` of the cubic mesh with spacing `h` and shift `s`,
labelled by the integer vector `n`. -/
def meshPoint (h : ℝ) (s : KSpace d) (n : Fin d → ℤ) : KSpace d :=
  WithLp.toLp 2 (fun i => s i + h * (n i : ℝ))

/-- Every wave vector has a point of the shifted mesh of spacing `h > 0` within
squared distance `d h² / 4`. -/
theorem exists_mesh_near {h : ℝ} (hh : 0 < h) (s k : KSpace d) :
    ∃ n, ‖meshPoint h s n - k‖ ^ 2 ≤ d * h ^ 2 / 4 := by
  -- round every coordinate to the nearest mesh plane
  refine ⟨fun i => round ((k i - s i) / h), ?_⟩
  rw [EuclideanSpace.norm_sq_eq]
  have hi : ∀ i : Fin d,
      ‖(meshPoint h s (fun i => round ((k i - s i) / h)) - k) i‖ ^ 2 ≤ h ^ 2 / 4 := by
    intro i
    rw [Real.norm_eq_abs, sq_abs]
    change (s i + h * (round ((k i - s i) / h) : ℝ) - k i) ^ 2 ≤ h ^ 2 / 4
    have hx : h * ((k i - s i) / h) = k i - s i := mul_div_cancel₀ _ hh.ne'
    have hr := abs_le.mp (abs_sub_round ((k i - s i) / h))
    generalize (k i - s i) / h = x at hx hr ⊢
    have hq : (x - (round x : ℝ)) ^ 2 ≤ 1 / 4 := by nlinarith [hr.1, hr.2]
    have he : s i + h * (round x : ℝ) - k i = -(h * (x - (round x : ℝ))) := by
      linear_combination -hx
    rw [he, neg_sq, mul_pow]
    nlinarith [mul_le_mul_of_nonneg_left hq (sq_nonneg h)]
  calc _ ≤ ∑ _i : Fin d, h ^ 2 / 4 := Finset.sum_le_sum fun i _ => hi i
    _ = d * h ^ 2 / 4 := by
      rw [Finset.sum_const, Finset.card_univ, Fintype.card_fin, nsmul_eq_mul]
      ring

end

end ExistsMeshNear
```

Messages:

```
Main.lean:36:6: error: ring failed, ring expressions not equal
d : ℕ
h : ℝ
hh : 0 < h
s k : KSpace d
i : Fin d
x : ℝ
hx : h * x = k.ofLp i - s.ofLp i
hr : -(1 / 2) ≤ x - ↑(round x) ∧ x - ↑(round x) ≤ 1 / 2
hq : (x - ↑(round x)) ^ 2 ≤ 1 / 4
⊢ s.ofLp i * 2 + h * x * 2 - k.ofLp i * 2 = 0
```

Diagnosis. The error is a wrong sign in the proof of `he`, which rewrites the coordinate difference as `-(h * (x - round x))`. Given `linear_combination e`, Lean subtracts the two sides of `e` from those of the goal and asks `ring` to show that what remains is zero.

Here the left side of `he` minus its right side is `s i + h * x - k i`. The left side of `hx` minus its right side, `h * x - (k i - s i)`, is the same expression, so `hx` is needed with coefficient `1`. With `-hx` the two add instead of cancelling, and the message shows the doubled remainder, `s.ofLp i * 2 + h * x * 2 - k.ofLp i * 2 = 0`. That equation does follow from `hx`, but `ring` proves only identities and does not use hypotheses.

The diff changes `-hx` to `hx`; the remainder then cancels identically and `ring` closes the goal. The statement `he` itself was correct and is unchanged.

Lean accepts the file once it reads:

```diff
@@ -34,5 +34,5 @@
     have hq : (x - (round x : ℝ)) ^ 2 ≤ 1 / 4 := by nlinarith [hr.1, hr.2]
     have he : s i + h * (round x : ℝ) - k i = -(h * (x - (round x : ℝ))) := by
-      linear_combination -hx
+      linear_combination hx
     rw [he, neg_sq, mul_pow]
     nlinarith [mul_le_mul_of_nonneg_left hq (sq_nonneg h)]
```
